# Odd-electron levels of a Hamiltonian commuting with $S_+$ and $S_-$ are at least doubly degenerate

## Spin orbitals, spin operators and the claim

Let $p$ run over a finite set of spatial orbitals and let $\sigma$ be $\uparrow$ or $\downarrow$. The annihilators $a_{p\sigma}$ and creators $c_{p\sigma}$ act linearly on a complex vector space $V$ and obey the canonical anticommutation relations, written out in the next section. With $\hbar=1$, put

$$N_\sigma=\sum_p c_{p\sigma}a_{p\sigma},\qquad N=N_\uparrow+N_\downarrow,\qquad S_z=\tfrac12(N_\uparrow-N_\downarrow),$$
$$S_+=\sum_p c_{p\uparrow}a_{p\downarrow},\qquad S_-=\sum_p c_{p\downarrow}a_{p\uparrow}.$$

Suppose that $H$ commutes with $S_+$ and $S_-$, and that $Hv=Ev$ and $Nv=mv$ with $v\neq0$ and $m$ odd. Then the $E$-eigenspace of $H$ has dimension at least 2. For a spin-free electronic Hamiltonian in a finite orbital basis, this means that every level containing an odd-electron state is degenerate when all spin projections are included.

In Lean, a spin orbital is an element of `ι × Bool`, with `true` for spin up, and operators are elements of `Module.End ℂ V`, defined on all of $V$. There is no inner product: $c$ is not assumed to be the adjoint of $a$, $H$ need not be Hermitian, and $E$ may be complex.

```lean
import Mathlib

open Matrix

namespace OddElectronDegeneracy

noncomputable section

variable {V ι : Type*} [AddCommGroup V] [Module ℂ V]
```

The counterexamples below are worked by hand and are not among the Lean theorems. Several use a single site with states $|0\rangle,|\uparrow\rangle,|\downarrow\rangle,|\uparrow\downarrow\rangle$. On this site, $H_0$ denotes the Hamiltonian for which these states have energies $0,1,1,5$.

## The anticommutation relations: electrons are fermions

The structure `IsCAR` contains the relations

$$a_xa_y+a_ya_x=0,\qquad c_xc_y+c_yc_x=0,\qquad a_xc_y+c_ya_x=\delta_{xy},$$

where $x,y$ are spin orbitals.

```lean
/-- The canonical anticommutation relations for annihilators `a` and creators `c` of the
spin orbitals `(p, σ)`, where `σ = true` is spin up and `σ = false` is spin down. -/
structure IsCAR [DecidableEq ι] (a c : ι × Bool → Module.End ℂ V) : Prop where
  ann_ann : ∀ x y, a x * a y + a y * a x = 0
  cre_cre : ∀ x y, c x * c y + c y * c x = 0
  ann_cre : ∀ x y, a x * c y + c y * a x = if x = y then 1 else 0
```

They enter the derivation twice: in the spin algebra and in the integrality of electron numbers. For the first, move the inner annihilator to the right:

$$c_xa_yc_za_w=\delta_{yz}c_xa_w-c_xc_za_ya_w,\qquad c_za_wc_xa_y=\delta_{wx}c_za_y-c_zc_xa_wa_y.$$

The last terms are equal, because exchanging both pairs gives two signs. Subtraction leaves $\delta_{yz}c_xa_w-\delta_{wx}c_za_y$. In Lean, `noncomm_ring` checks the rearrangement into anticommutators, which are then replaced by their values.

```lean
/-- The commutator of two one-electron transfer operators is again a combination of
transfer operators. -/
theorem transfer_commutator [DecidableEq ι] {a c : ι × Bool → Module.End ℂ V}
    (h : IsCAR a c) (x y z w : ι × Bool) :
    c x * a y * (c z * a w) - c z * a w * (c x * a y)
      = (if y = z then c x * a w else 0) - (if w = x then c z * a y else 0) := by
  -- move the inner annihilator past the inner creator in both products
  have e : c x * a y * (c z * a w) - c z * a w * (c x * a y)
      = c x * (a y * c z + c z * a y) * a w - c z * (a w * c x + c x * a w) * a y
        - (c x * c z + c z * c x) * (a y * a w)
        + c z * c x * (a y * a w + a w * a y) := by noncomm_ring
  rw [e, h.ann_cre, h.ann_cre, h.cre_cre, h.ann_ann]
  split_ifs <;> simp
```

For the second, $2a_x^2=0$ gives $a_x^2=0$, so $n_x=c_xa_x$ satisfies

$$n_x^2=c_x(1-c_xa_x)a_x=c_xa_x-c_x^2a_x^2=n_x.$$

```lean
/-- The occupation operator of a spin orbital is idempotent. -/
theorem occupation_idempotent [DecidableEq ι] {a c : ι × Bool → Module.End ℂ V}
    (h : IsCAR a c) (x : ι × Bool) : c x * a x * (c x * a x) = c x * a x := by
  have h1 : a x * c x + c x * a x = 1 := by rw [h.ann_cre, if_pos rfl]
  have h2 : (2 : ℂ) • (a x * a x) = 0 := by rw [two_smul]; exact h.ann_ann x x
  have h3 : a x * a x = 0 := (smul_eq_zero.mp h2).resolve_left two_ne_zero
  have e : c x * a x * (c x * a x)
      = c x * (a x * c x + c x * a x) * a x - c x * c x * (a x * a x) := by noncomm_ring
  rw [e, h1, h3, mul_one, mul_zero, sub_zero]
```

The $n_x$ also commute, by the transfer formula. A sum of commuting idempotents $P_i$ has only natural numbers as eigenvalues. To see this, let $(P_i+R)v=\mu v$ with $v\ne0$, where $R$ is the sum of the other terms. If $P_iv=0$, then $Rv=\mu v$. Otherwise, applying $P_i$ gives $R(P_iv)=(\mu-1)P_iv$ with $P_iv\neq0$. Each step removes one term and lowers the eigenvalue by 0 or 1, and the empty sum has eigenvalue 0. The Lean induction keeps $v$ and $\mu$ general because both can change.

```lean
/-- Every eigenvalue of a finite sum of commuting idempotents is a natural number. -/
theorem eigenvalue_sum_idempotents {κ : Type*} (P : κ → Module.End ℂ V)
    (hP : ∀ i, P i * P i = P i) (hcomm : ∀ i j, P i * P j = P j * P i) (s : Finset κ) :
    ∀ (v : V) (μ : ℂ), v ≠ 0 → (∑ i ∈ s, P i) v = μ • v → ∃ k : ℕ, μ = k := by
  classical
  induction s using Finset.induction_on with
  | empty =>
    intro v μ hv h
    rw [Finset.sum_empty, LinearMap.zero_apply] at h
    exact ⟨0, by simpa using (smul_eq_zero.mp h.symm).resolve_right hv⟩
  | insert i s hi ih =>
    intro v μ hv h
    rw [Finset.sum_insert hi, LinearMap.add_apply] at h
    by_cases hw : P i v = 0
    · rw [hw, zero_add] at h
      exact ih v μ hv h
    · -- the projected vector is an eigenvector of the shorter sum, with eigenvalue μ - 1
      have hc : (∑ j ∈ s, P j) (P i v) = P i ((∑ j ∈ s, P j) v) := by
        simp only [LinearMap.sum_apply, map_sum]
        exact Finset.sum_congr rfl fun j _ => LinearMap.congr_fun (hcomm j i) v
      have hp : P i (P i v) = P i v := LinearMap.congr_fun (hP i) v
      have h2 := congrArg (P i) h
      rw [map_add, hp, map_smul] at h2
      obtain ⟨k, hk⟩ := ih (P i v) (μ - 1) hw (by
        rw [hc, sub_smul, one_smul, ← h2]; abel)
      exact ⟨k + 1, by push_cast; linear_combination hk⟩
```

The electron numbers and spin operators are defined as above.

```lean
variable [Fintype ι]

/-- The number of electrons with spin `σ`. -/
def spinNumber (a c : ι × Bool → Module.End ℂ V) (σ : Bool) : Module.End ℂ V :=
  ∑ p, c (p, σ) * a (p, σ)

/-- The total electron number `N`. -/
def totalNumber (a c : ι × Bool → Module.End ℂ V) : Module.End ℂ V :=
  spinNumber a c true + spinNumber a c false

/-- The spin raising operator `S+`. -/
def spinPlus (a c : ι × Bool → Module.End ℂ V) : Module.End ℂ V :=
  ∑ p, c (p, true) * a (p, false)

/-- The spin lowering operator `S-`. -/
def spinMinus (a c : ι × Bool → Module.End ℂ V) : Module.End ℂ V :=
  ∑ p, c (p, false) * a (p, true)

/-- The spin projection `Sz`, half the difference of up and down electron numbers. -/
def spinZ (a c : ι × Bool → Module.End ℂ V) : Module.End ℂ V :=
  (1 / 2 : ℂ) • (spinNumber a c true - spinNumber a c false)
```

Applying the transfer formula to each pair $p,q$ gives

$$[S_+,S_-]=\sum_{p,q}\delta_{pq}\,(c_{p\uparrow}a_{q\uparrow}-c_{q\downarrow}a_{p\downarrow})=N_\uparrow-N_\downarrow=2S_z.$$

The Lean proof writes both products as double sums and simplifies them term by term.

```lean
variable [DecidableEq ι] {a c : ι × Bool → Module.End ℂ V}

/-- The spin ladder operators satisfy `[S+, S-] = 2 Sz`. -/
theorem spin_commutator (h : IsCAR a c) :
    spinPlus a c * spinMinus a c - spinMinus a c * spinPlus a c = (2 : ℂ) • spinZ a c := by
  have h1 : spinPlus a c * spinMinus a c
      = ∑ p, ∑ q, c (p, true) * a (p, false) * (c (q, false) * a (q, true)) := by
    unfold spinPlus spinMinus
    rw [Finset.sum_mul_sum]
  have h2 : spinMinus a c * spinPlus a c
      = ∑ p, ∑ q, c (q, false) * a (q, true) * (c (p, true) * a (p, false)) := by
    unfold spinPlus spinMinus
    rw [Finset.sum_mul_sum, Finset.sum_comm]
  have h3 : (2 : ℂ) • spinZ a c = spinNumber a c true - spinNumber a c false := by
    unfold spinZ
    module
  rw [h1, h2, h3, ← Finset.sum_sub_distrib]
  unfold spinNumber
  rw [← Finset.sum_sub_distrib]
  refine Finset.sum_congr rfl fun p _ => ?_
  rw [← Finset.sum_sub_distrib]
  simp only [transfer_commutator h]
  simp [Finset.sum_sub_distrib]
```

The rest of the argument uses only two consequences of the anticommutation relations: $[S_+,S_-]=2S_z$ and the integer eigenvalues of $N_\uparrow$. If the relations are dropped with nothing in their place, the claim fails. On $V=\mathbb C$ with one orbital, take $a_\uparrow=c_\uparrow=1$ and $a_\downarrow=c_\downarrow=0$. Then $N=1$ and $S_\pm=0$, so every $H$ meets the other hypotheses, yet its only level has dimension 1.

## Odd electron number: no state with $S_z=0$

An odd number of electrons cannot be divided equally between up and down. If $Nv=mv$ and $S_zv=\mu v$, then

$$N_\uparrow v=\left(\tfrac12N+S_z\right)v=\left(\tfrac m2+\mu\right)v.$$

Hence $m/2+\mu=k$ is a natural number. With $m=2r+1$, this gives $\mu=(k-r-1)+\tfrac12$. The Lean proof applies the idempotent lemma to the spin-up occupations and finds the same integer.

```lean
/-- In a state with an odd number of electrons, every eigenvalue of `Sz` is an integer
plus one half. -/
theorem spinZ_half_integer (h : IsCAR a c) {v : V} (hv : v ≠ 0) {m : ℕ} (hm : Odd m)
    (hN : totalNumber a c v = (m : ℂ) • v) {μ : ℂ} (hz : spinZ a c v = μ • v) :
    ∃ j : ℤ, μ = j + 1 / 2 := by
  have hN' : spinNumber a c true v + spinNumber a c false v = (m : ℂ) • v := hN
  have hz' : (1 / 2 : ℂ) • (spinNumber a c true v - spinNumber a c false v) = μ • v := hz
  -- the number of spin-up electrons is m/2 + μ, and it must be a natural number
  have hu : spinNumber a c true v = ((m : ℂ) / 2 + μ) • v := by
    linear_combination (norm := module) (1 / 2 : ℂ) • hN' + hz'
  obtain ⟨k, hk⟩ := eigenvalue_sum_idempotents (fun p : ι => c (p, true) * a (p, true))
    (fun p => occupation_idempotent h _)
    (fun p q => by
      by_cases hpq : p = q
      · rw [hpq]
      · have e := transfer_commutator h (p, true) (p, true) (q, true) (q, true)
        rw [if_neg (by simpa using hpq), if_neg (by simpa using Ne.symm hpq), sub_zero] at e
        exact sub_eq_zero.mp e)
    Finset.univ v _ hv hu
  obtain ⟨r, rfl⟩ := hm
  refine ⟨(k : ℤ) - r - 1, ?_⟩
  push_cast at hk ⊢
  linear_combination hk
```

For even $m$ the eigenvalue $S_z=0$ is allowed, and the degeneracy can be absent: the levels 0 and 5 of $H_0$, with zero and two electrons, are nondegenerate.

## Commutation with $S_+$ and $S_-$: no preferred spin direction

This hypothesis expresses spin-rotation symmetry. It holds, for example, for a Hamiltonian made only of kinetic energy and Coulomb interactions. Kramers degeneracy, which rests on time reversal and survives spin–orbit coupling, is a different result.

The symmetry gives $HS_\pm v=S_\pm Hv=E\,S_\pm v$. Suppose every vector $w$ with $Hw=Ew$ were a multiple of $v$. Then $S_+v=\alpha v$ and $S_-v=\beta v$, so

$$2S_zv=S_+S_-v-S_-S_+v=(\beta\alpha-\alpha\beta)v=0.$$

Thus $v$ would have $S_z$ eigenvalue 0, which is impossible for odd $m$. The state $v$ need not be an $S_z$ eigenvector at the start; it becomes one only under the contrary assumption.

In the Lean proof, `key` turns that assumption into the numbers $\alpha$ and $\beta$, and `omega` rejects the resulting integer equation $2j+1=0$.

```lean
/-- If `H` commutes with `S+` and `S-`, an energy eigenvector with an odd number of electrons
has a linearly independent partner of the same energy. -/
theorem exists_degenerate_partner (h : IsCAR a c) {H : Module.End ℂ V}
    (hp : H * spinPlus a c = spinPlus a c * H) (hm : H * spinMinus a c = spinMinus a c * H)
    {v : V} (hv : v ≠ 0) {E : ℂ} (hE : H v = E • v) {m : ℕ} (hodd : Odd m)
    (hN : totalNumber a c v = (m : ℂ) • v) :
    ∃ w, H w = E • w ∧ LinearIndependent ℂ ![v, w] := by
  by_contra hcon
  have key : ∀ S : Module.End ℂ V, H * S = S * H → ∃ α : ℂ, α • v = S v := by
    intro S hS
    have hw : H (S v) = E • S v := by
      have e : H (S v) = S (H v) := LinearMap.congr_fun hS v
      rw [e, hE, map_smul]
    by_contra hne
    exact hcon ⟨S v, hw, (LinearIndependent.pair_iff' hv).mpr fun α hα => hne ⟨α, hα⟩⟩
  obtain ⟨α, hα⟩ := key _ hp
  obtain ⟨β, hβ⟩ := key _ hm
  -- both ladder operators act on v as numbers, so their commutator kills v
  have e : spinPlus a c (spinMinus a c v) - spinMinus a c (spinPlus a c v)
      = (2 : ℂ) • spinZ a c v := LinearMap.congr_fun (spin_commutator h) v
  rw [← hα, ← hβ, map_smul, map_smul, ← hα, ← hβ] at e
  have hz : spinZ a c v = (0 : ℂ) • v := by
    linear_combination (norm := module) (-(1 / 2) : ℂ) • e
  obtain ⟨j, hj⟩ := spinZ_half_integer h hv hodd hN hz
  have h0 : 2 * (j : ℂ) + 1 = 0 := by linear_combination -2 * hj
  have h1 : 2 * j + 1 = 0 := by exact_mod_cast h0
  omega
```

Commutation with $S_z$ follows from $[S_+,S_-]=2S_z$, and commutation with $N$ is not used. With neither ladder symmetry, $H=N_\uparrow-N_\downarrow$ on the site, a magnetic-field term, has the nondegenerate level 1 with state $|\uparrow\rangle$. One symmetry alone is not enough for a general linear operator: $H_0+S_+$ commutes with $S_+$, but its level 1 contains only multiples of $|\uparrow\rangle$.

## A nonzero eigenvector: the level contains an odd-electron state

The condition $v\neq0$ says that $E$ is a level with an actual odd-electron state. It is needed for the integer eigenvalues and for the independence of $v$ and its partner. With $v=0$ the equations hold for every $E$, including values whose eigenspace is zero.

The main theorem places the two independent vectors in `Module.End.eigenspace H E` and bounds its dimension. `Module.rank` is a cardinal, so infinite-dimensional spaces are included.

```lean
/-- Odd-electron degeneracy: if `H` commutes with `S+` and `S-`, an energy level that contains
a state with an odd number of electrons has dimension at least two. -/
theorem odd_electron_degeneracy (h : IsCAR a c) {H : Module.End ℂ V}
    (hp : H * spinPlus a c = spinPlus a c * H) (hm : H * spinMinus a c = spinMinus a c * H)
    {v : V} (hv : v ≠ 0) {E : ℂ} (hE : H v = E • v) {m : ℕ} (hodd : Odd m)
    (hN : totalNumber a c v = (m : ℂ) • v) :
    2 ≤ Module.rank ℂ (Module.End.eigenspace H E) := by
  obtain ⟨w, hw, hli⟩ := exists_degenerate_partner h hp hm hv hE hodd hN
  let v' : Module.End.eigenspace H E := ⟨v, Module.End.mem_eigenspace_iff.mpr hE⟩
  let w' : Module.End.eigenspace H E := ⟨w, Module.End.mem_eigenspace_iff.mpr hw⟩
  have hv' : v' ≠ 0 := fun h0 => hv (congrArg Subtype.val h0)
  have li : LinearIndependent ℂ ![v', w'] := (LinearIndependent.pair_iff' hv').mpr
    fun α hα => (LinearIndependent.pair_iff' hv).mp hli α (congrArg Subtype.val hα)
  simpa using li.cardinal_lift_le_rank
```

## One site that meets every hypothesis

The four states are ordered as empty, up, down, double. The map `siteOp` turns integer matrices into operators on $\mathbb C^4$, and the minus sign in `annMat` is the fermionic sign.

```lean
/-- Integer matrices as operators on the four states (empty, up, down, double) of one site. -/
def siteOp : Matrix (Fin 4) (Fin 4) ℤ →+* Module.End ℂ (Fin 4 → ℂ) :=
  (Matrix.toLinAlgEquiv' : Matrix (Fin 4) (Fin 4) ℂ ≃ₐ[ℂ] _).toAlgHom.toRingHom.comp
    (Int.castRingHom ℂ).mapMatrix

/-- The matrices that remove a spin-up or a spin-down electron from the site. -/
def annMat : Bool → Matrix (Fin 4) (Fin 4) ℤ
  | true => !![0, 1, 0, 0; 0, 0, 0, 0; 0, 0, 0, 1; 0, 0, 0, 0]
  | false => !![0, 0, 1, 0; 0, 0, 0, -1; 0, 0, 0, 0; 0, 0, 0, 0]

/-- The annihilators of the site. -/
def siteAnn (x : Unit × Bool) : Module.End ℂ (Fin 4 → ℂ) := siteOp (annMat x.2)

/-- The creators of the site. -/
def siteCre (x : Unit × Bool) : Module.End ℂ (Fin 4 → ℂ) := siteOp (annMat x.2)ᵀ
```

The Hamiltonian $H_0$ has orbital energy 1 and repulsion 3, so double occupation costs $2\cdot1+3=5$.

```lean
/-- The site Hamiltonian with orbital energy 1 and repulsion 3. -/
def siteH : Module.End ℂ (Fin 4 → ℂ) :=
  siteOp !![0, 0, 0, 0; 0, 1, 0, 0; 0, 0, 1, 0; 0, 0, 0, 5]
```

The last theorem verifies the anticommutation relations, both ladder symmetries, and the energy and electron number of $|\uparrow\rangle$. Its proof settles the matrix identities over the integers and carries them to $\mathbb C^4$ through `siteOp`. The level 1 is spanned by $|\uparrow\rangle$ and $|\downarrow\rangle$, so the bound of 2 is attained.

```lean
/-- The site operators satisfy the anticommutation relations, the site Hamiltonian commutes
with `S+` and `S-`, and the spin-up state has energy 1 and electron number 1. -/
theorem odd_electron_degeneracy_witness :
    IsCAR siteAnn siteCre ∧
    siteH * spinPlus siteAnn siteCre = spinPlus siteAnn siteCre * siteH ∧
    siteH * spinMinus siteAnn siteCre = spinMinus siteAnn siteCre * siteH ∧
    siteH ![0, 1, 0, 0] = (1 : ℂ) • ![0, 1, 0, 0] ∧
    totalNumber siteAnn siteCre ![0, 1, 0, 0] = ((1 : ℕ) : ℂ) • ![0, 1, 0, 0] := by
  have haa : ∀ σ τ, annMat σ * annMat τ + annMat τ * annMat σ = 0 := by decide +kernel
  have hcc : ∀ σ τ, (annMat σ)ᵀ * (annMat τ)ᵀ + (annMat τ)ᵀ * (annMat σ)ᵀ = 0 := by
    decide +kernel
  have hac : ∀ σ τ, annMat σ * (annMat τ)ᵀ + (annMat τ)ᵀ * annMat σ
      = if σ = τ then 1 else 0 := by decide +kernel
  have hN : totalNumber siteAnn siteCre
      = siteOp !![0, 0, 0, 0; 0, 1, 0, 0; 0, 0, 1, 0; 0, 0, 0, 2] := by
    simp only [totalNumber, spinNumber, siteAnn, siteCre, Finset.univ_unique,
      Finset.sum_singleton, ← map_mul, ← map_add]
    exact congrArg siteOp (by decide +kernel)
  have happ : ∀ M v, siteOp M v = (M.map (Int.cast : ℤ → ℂ)) *ᵥ v := fun _ _ => rfl
  refine ⟨⟨?_, ?_, ?_⟩, ?_, ?_, ?_, ?_⟩
  · intro x y
    simp only [siteAnn, ← map_mul, ← map_add, haa, map_zero]
  · intro x y
    simp only [siteCre, ← map_mul, ← map_add, hcc, map_zero]
  · rintro ⟨⟨⟩, σ⟩ ⟨⟨⟩, τ⟩
    simp only [siteAnn, siteCre, ← map_mul, ← map_add, hac]
    cases σ <;> cases τ <;> simp
  · simp only [siteH, spinPlus, siteAnn, siteCre, Finset.univ_unique,
      Finset.sum_singleton, ← map_mul]
    exact congrArg siteOp (by decide +kernel)
  · simp only [siteH, spinMinus, siteAnn, siteCre, Finset.univ_unique,
      Finset.sum_singleton, ← map_mul]
    exact congrArg siteOp (by decide +kernel)
  · rw [siteH, happ]
    ext i
    fin_cases i <;> simp [Matrix.mulVec, dotProduct, Fin.sum_univ_succ]
  · rw [hN, happ]
    ext i
    fin_cases i <;> simp [Matrix.mulVec, dotProduct, Fin.sum_univ_succ]

end

end OddElectronDegeneracy
```

```lean
#print axioms OddElectronDegeneracy.odd_electron_degeneracy
```

```
'OddElectronDegeneracy.odd_electron_degeneracy' depends on axioms: [propext, Classical.choice, Quot.sound]
```
